# A free-electron Fermi pole with Im k > 0 at temperature T > 0 has Im k = √(√(μ² + π²T²) − μ) exactly when its energy k²/2 is μ ± iπT

The lemma concerns non-interacting electrons with energy k²/2, real chemical potential μ and temperature T > 0, in units where ħ, the electron mass and Boltzmann's constant are 1. It takes a complex wave number k with Im k > 0 at which the Fermi denominator exp((k²/2 − μ)/T) + 1 vanishes, and states that Im k equals √(√(μ² + π²T²) − μ) if and only if k²/2 is μ + iπT or μ − iπT. For the forward direction, the attempt writes the energy as μ + i(2n + 1)πT with n an integer, and uses the fact that the decay rate is even in the imaginary part of the energy and strictly increasing in its size to get |(2n + 1)πT| = πT. The converse follows from the formula for Im k and the same evenness.

This version doesn't compile in Lean 4 with Mathlib:

```lean
import Mathlib

open Filter
open scoped Real Topology

namespace MatsubaraDecay

noncomputable section

/-- The decay rate `√(√(μ² + y²) - μ)` belonging to the complex energy `μ + iy`. -/
def decayRate (mu y : ℝ) : ℝ := √(√(mu ^ 2 + y ^ 2) - mu)

/-- The complex wave number `k` is a zero of the Fermi denominator `exp((k²/2 - μ)/T) + 1`
of free electrons at temperature `T ≠ 0`. -/
def IsFermiPole (mu T : ℝ) (k : ℂ) : Prop :=
  Complex.exp ((k ^ 2 / 2 - mu) / T) + 1 = 0

/-- The dispersion relation `k² = 2(μ + iy)` split into its real and imaginary parts. -/
theorem dispersion_iff (mu y : ℝ) (k : ℂ) :
    k ^ 2 = 2 * ((mu : ℂ) + (y : ℂ) * Complex.I) ↔
      k.re ^ 2 - k.im ^ 2 = 2 * mu ∧ k.re * k.im = y := by
  have e1 : (k ^ 2).re = k.re ^ 2 - k.im ^ 2 := by simp [pow_two]
  have e2 : (k ^ 2).im = 2 * (k.re * k.im) := by
    rw [pow_two, Complex.mul_im]
    ring
  have e3 : (2 * ((mu : ℂ) + (y : ℂ) * Complex.I)).re = 2 * mu := by simp
  have e4 : (2 * ((mu : ℂ) + (y : ℂ) * Complex.I)).im = 2 * y := by simp
  rw [Complex.ext_iff, e1, e2, e3, e4]
  constructor
  · rintro ⟨h1, h2⟩
    exact ⟨h1, by linarith⟩
  · rintro ⟨h1, h2⟩
    exact ⟨h1, by linarith⟩

/-- A wave number in the upper half-plane with `k² = 2(μ + iy)` has imaginary part
`√(√(μ² + y²) - μ)`. -/
theorem im_eq_decayRate {mu y : ℝ} {k : ℂ} (hk : 0 < k.im)
    (h : k ^ 2 = 2 * ((mu : ℂ) + (y : ℂ) * Complex.I)) : k.im = decayRate mu y := by
  obtain ⟨h1, h2⟩ := (dispersion_iff mu y k).1 h
  have hmu : mu = (k.re ^ 2 - k.im ^ 2) / 2 := by linarith
  -- the squared modulus of the complex energy is `(μ + (Im k)²)²`
  have e : mu ^ 2 + y ^ 2 = (mu + k.im ^ 2) ^ 2 := by
    rw [hmu, ← h2]
    ring
  have hn : 0 ≤ mu + k.im ^ 2 := by nlinarith [sq_nonneg k.re, sq_nonneg k.im]
  unfold decayRate
  rw [e, Real.sqrt_sq hn, add_sub_cancel_left, Real.sqrt_sq hk.le]

/-- The decay rate is strictly increasing in the distance `y ≥ 0` of the energy from the
real axis. -/
theorem decayRate_strictMonoOn (mu : ℝ) : StrictMonoOn (decayRate mu) (Set.Ici 0) := by
  intro a ha b _ hab
  have ha' : 0 ≤ a := ha
  have h1 : mu ≤ √(mu ^ 2 + a ^ 2) :=
    (le_abs_self mu).trans (Real.abs_le_sqrt (by nlinarith [sq_nonneg a]))
  have h2 : √(mu ^ 2 + a ^ 2) < √(mu ^ 2 + b ^ 2) :=
    Real.sqrt_lt_sqrt (by positivity) (by nlinarith)
  exact Real.sqrt_lt_sqrt (by linarith) (by linarith)

/-- Energies above and below the real axis at equal distance have the same decay rate. -/
theorem decayRate_abs (mu y : ℝ) : decayRate mu |y| = decayRate mu y := by
  unfold decayRate
  rw [sq_abs]

/-- The poles of the Fermi function lie at the Matsubara energies
`k²/2 = μ + i(2n + 1)πT` with `n` an integer. -/
theorem isFermiPole_iff (mu : ℝ) {T : ℝ} (hT : T ≠ 0) (k : ℂ) :
    IsFermiPole mu T k ↔ ∃ n : ℤ,
      k ^ 2 = 2 * ((mu : ℂ) + (((2 * (n : ℝ) + 1) * (π * T) : ℝ) : ℂ) * Complex.I) := by
  have hTc : (T : ℂ) ≠ 0 := by exact_mod_cast hT
  unfold IsFermiPole
  rw [add_eq_zero_iff_eq_neg, ← Complex.exp_pi_mul_I, Complex.exp_eq_exp_iff_exists_int]
  refine exists_congr fun n => ?_
  rw [div_eq_iff hTc]
  push_cast
  constructor <;> intro h
  · linear_combination 2 * h
  · linear_combination h / 2

/-- For `T > 0`, a pole `k` in the upper half-plane has `Im k` equal to the decay rate at `y = πT`
exactly when its energy `k²/2` is `μ + iπT` or `μ - iπT`. -/
theorem nearest_pole_eq_iff {mu T : ℝ} (hT : 0 < T) {k : ℂ} (hk : 0 < k.im)
    (hpole : IsFermiPole mu T k) :
    k.im = decayRate mu (π * T) ↔
      k ^ 2 = 2 * ((mu : ℂ) + ((π * T : ℝ) : ℂ) * Complex.I) ∨
      k ^ 2 = 2 * ((mu : ℂ) + ((-(π * T) : ℝ) : ℂ) * Complex.I) := by
  have hp : 0 < π * T := by positivity
  constructor
  · intro h
    obtain ⟨n, hn⟩ := (isFermiPole_iff mu hT.ne' k).1 hpole
    rw [im_eq_decayRate hk hn, ← decayRate_abs mu ((2 * (n : ℝ) + 1) * (π * T))] at h
    have habs := (decayRate_strictMonoOn mu).injOn (abs_nonneg _) hp.le h
    rcases (abs_eq hp.le).1 habs with h' | h'
    · left
      rw [hn, h']
    · right
      rw [hn, h']
  · rintro (h | h)
    · exact im_eq_decayRate hk h
    · rw [im_eq_decayRate hk h, ← decayRate_abs mu (-(π * T)), abs_neg, decayRate_abs]

end

end MatsubaraDecay
```

Compiling this gives:

```
Main.lean:92:51: error: Application type mismatch: The argument
  abs_nonneg ?m.161
has type
  0 ≤ |?m.161|
but is expected to have type
  |(2 * ↑n + 1) * (π * T)| ∈ Set.Ici 0
in the application
  StrictMonoOn.injOn (decayRate_strictMonoOn mu) (abs_nonneg ?m.161)
```

The repair, with which the file compiles:

```diff
@@ -90,5 +90,6 @@
     obtain ⟨n, hn⟩ := (isFermiPole_iff mu hT.ne' k).1 hpole
     rw [im_eq_decayRate hk hn, ← decayRate_abs mu ((2 * (n : ℝ) + 1) * (π * T))] at h
-    have habs := (decayRate_strictMonoOn mu).injOn (abs_nonneg _) hp.le h
+    have habs := (decayRate_strictMonoOn mu).injOn (Set.mem_Ici.2 (abs_nonneg _))
+      (Set.mem_Ici.2 hp.le) h
     rcases (abs_eq hp.le).1 habs with h' | h'
     · left
```

Cause. The function `(decayRate_strictMonoOn mu).injOn` needs proofs that both points lie in `Set.Ici 0`, the set of reals at least 0. The first argument, `abs_nonneg _`, instead proves an inequality, `0 ≤ |?m.161|`, whose number Lean has still to determine. Membership in `Set.Ici 0` means just such an inequality, but Lean did not match the two forms here, and so reported a type mismatch. The mathematics is sound.

The repair uses `Set.mem_Ici`, which says that membership in `Set.Ici 0` is equivalent to being at least 0. Its direction `.2` turns the inequality into the required membership, so `abs_nonneg _` now faces a goal of its own form, `0 ≤ |(2 * ↑n + 1) * (π * T)|`, from which Lean can fill in the placeholder.

The diff wraps the second argument, `hp.le`, in the same way. The message does not complain of that argument, so nothing here shows that this second change was needed; it does state the membership explicitly.
